# The Madelung order places 2p(p+1)(2p+1)/3 spin-orbitals at n + l ≤ 2p

Adding up 2n² electrons for each principal quantum number n = 1, 2, 3 gives 28, but if subshells fill in the Madelung order, where 4s comes before 3d, 28 electrons leave 3d two short of full. Totals that fit this order come from counting states by n + l, where l is the orbital angular momentum quantum number. In the formulas, including the one in the title, p is a natural number and 2p is twice that number; in subshell names such as 2p and 3p, the letter p stands for l = 1 as usual.

```lean
import Mathlib

open Finset

namespace MadelungCumulative

/-- The spin-orbitals `(n, l, m, s)` with `l < n`, `|m| ≤ l` and `n + l ≤ K`. -/
noncomputable def filledTo (K : ℕ) : Finset (ℕ × ℕ × ℤ × Bool) :=
  (range (K + 1) ×ˢ range (K + 1) ×ˢ Icc (-(K : ℤ)) (K : ℤ) ×ˢ
    (univ : Finset Bool)).filter
    fun q => q.2.1 < q.1 ∧ |q.2.2.1| ≤ (q.2.1 : ℤ) ∧ q.1 + q.2.1 ≤ K

/-- The spin-orbitals up to and including the subshell `(n, l)`, when subshells are
ordered by increasing `n + l` and, at equal `n + l`, by increasing `n`. -/
noncomputable def filledThrough (n l : ℕ) : Finset (ℕ × ℕ × ℤ × Bool) :=
  (filledTo (n + l)).filter
    fun q => q.1 + q.2.1 < n + l ∨ (q.1 + q.2.1 = n + l ∧ q.1 ≤ n)

/-- A quadruple belongs to `filledTo K` exactly when it obeys the rules for hydrogenic
quantum numbers and `n + l ≤ K`. -/
theorem mem_filledTo (K n l : ℕ) (m : ℤ) (s : Bool) :
    (n, l, m, s) ∈ filledTo K ↔ l < n ∧ |m| ≤ (l : ℤ) ∧ n + l ≤ K := by
  simp only [filledTo, mem_filter, mem_product, mem_range, mem_Icc, mem_univ,
    and_true, abs_le]
  omega

/-- A quadruple belongs to `filledThrough n l` exactly when it obeys the rules for
hydrogenic quantum numbers and its subshell does not come after `(n, l)`. -/
theorem mem_filledThrough (n l n' l' : ℕ) (m : ℤ) (s : Bool) :
    (n', l', m, s) ∈ filledThrough n l ↔
      l' < n' ∧ |m| ≤ (l' : ℤ) ∧
        (n' + l' < n + l ∨ (n' + l' = n + l ∧ n' ≤ n)) := by
  simp only [filledThrough, mem_filter, mem_filledTo, abs_le]
  omega

/-- If a set consists of all quadruples `(n, l, m, s)` with `l < L`, `n` in `N l` and `-l ≤ m ≤ l`,
its size is the sum over `l < L` of `2(2l+1)` times the size of `N l`. -/
theorem card_by_angular_momentum (A : Finset (ℕ × ℕ × ℤ × Bool)) (L : ℕ)
    (N : ℕ → Finset ℕ)
    (h : ∀ (n l : ℕ) (m : ℤ) (s : Bool), (n, l, m, s) ∈ A ↔
      l < L ∧ n ∈ N l ∧ -(l : ℤ) ≤ m ∧ m ≤ (l : ℤ)) :
    A.card = ∑ l ∈ range L, 2 * (2 * l + 1) * (N l).card := by
  -- regroup the quadruples by their value of l
  have hc : A.card = ((range L).sigma fun l =>
      N l ×ˢ (Icc (-(l : ℤ)) (l : ℤ) ×ˢ (univ : Finset Bool))).card := by
    refine Finset.card_bij' (fun q _ => ⟨q.2.1, (q.1, q.2.2)⟩)
      (fun t _ => (t.2.1, t.1, t.2.2)) ?_ ?_ ?_ ?_
    · rintro ⟨n, l, m, s⟩ hq
      obtain ⟨h1, h2, h3, h4⟩ := (h n l m s).1 hq
      simp only [mem_sigma, mem_range, mem_product, mem_Icc, mem_univ, and_true]
      exact ⟨h1, h2, h3, h4⟩
    · rintro ⟨l, n, m, s⟩ ht
      simp only [mem_sigma, mem_range, mem_product, mem_Icc, mem_univ, and_true] at ht
      exact (h n l m s).2 ⟨ht.1, ht.2.1, ht.2.2.1, ht.2.2.2⟩
    · intros
      rfl
    · intros
      rfl
  rw [hc, card_sigma]
  apply sum_congr rfl
  intro l _
  have hm : ((l : ℤ) + 1 - -(l : ℤ)).toNat = 2 * l + 1 := by omega
  rw [card_product, card_product, Int.card_Icc, card_univ, Fintype.card_bool, hm]
  ring

/-- The cumulative count for `n + l ≤ K`, written with the number `j` of values of `l`
that occur. -/
theorem card_filledTo_general (K j : ℕ) (h1 : 2 * j ≤ K + 1) (h2 : K ≤ 2 * j) :
    (3 : ℤ) * ((filledTo K).card : ℤ) =
      6 * K * j ^ 2 - 2 * j * (j - 1) * (4 * j + 1) := by
  -- for given l the principal quantum number runs from l + 1 to K - l
  have hcard := card_by_angular_momentum (filledTo K) j (fun l => Icc (l + 1) (K - l))
    (by
      intro n l m s
      simp only [mem_filledTo, mem_Icc, abs_le]
      omega)
  simp only [Nat.card_Icc] at hcard
  have key : ∀ i : ℕ, 2 * i ≤ K + 1 →
      (3 : ℤ) * ((∑ l ∈ range i, 2 * (2 * l + 1) * (K - l + 1 - (l + 1)) : ℕ) : ℤ) =
        6 * K * i ^ 2 - 2 * i * (i - 1) * (4 * i + 1) := by
    intro i
    induction i with
    | zero => intro _; simp
    | succ i ih =>
      intro hi
      obtain ⟨d, hd⟩ : ∃ d, K = 2 * i + d := ⟨K - 2 * i, by omega⟩
      have e : K - i + 1 - (i + 1) = d := by omega
      have hK : (K : ℤ) = 2 * i + d := by exact_mod_cast hd
      rw [sum_range_succ, e, Nat.cast_add, mul_add, ih (by omega)]
      push_cast
      rw [hK]
      ring
  rw [hcard]
  exact key j h1

/-- Cumulative Madelung count, even case: the spin-orbitals with `n + l ≤ 2p` number
`2p(p+1)(2p+1)/3`. -/
theorem card_filledTo_even (p : ℕ) :
    3 * (filledTo (2 * p)).card = 2 * p * (p + 1) * (2 * p + 1) := by
  have h := card_filledTo_general (2 * p) p (by omega) (by omega)
  push_cast at h
  zify
  linear_combination h

/-- Cumulative Madelung count, odd case: the spin-orbitals with `n + l ≤ 2p + 1` number
`2(p+1)(2p²+4p+3)/3`. -/
theorem card_filledTo_odd (p : ℕ) :
    3 * (filledTo (2 * p + 1)).card = 2 * (p + 1) * (2 * p ^ 2 + 4 * p + 3) := by
  have h := card_filledTo_general (2 * p + 1) (p + 1) (by omega) (by omega)
  push_cast at h
  zify
  linear_combination h

/-- The spin-orbitals up to and including the subshell `(n, l)` are `2l²` fewer than all
those whose sum of principal and angular quantum numbers is at most `n + l`. -/
theorem card_filledThrough (n l : ℕ) (hl : l < n) :
    (filledThrough n l).card + 2 * l ^ 2 = (filledTo (n + l)).card := by
  have hsub : filledThrough n l ⊆ filledTo (n + l) := filter_subset _ _
  -- the states still empty have l' < l and n' = n + l - l'
  have hrest := card_by_angular_momentum (filledTo (n + l) \ filledThrough n l) l
    (fun l' => {n + l - l'})
    (by
      intro n' l' m s
      simp only [mem_sdiff, mem_filledTo, mem_filledThrough, mem_singleton, abs_le]
      omega)
  have hsum : ∀ i : ℕ, ∑ l' ∈ range i, 2 * (2 * l' + 1) * 1 = 2 * i ^ 2 := by
    intro i
    induction i with
    | zero => simp
    | succ i ih => rw [sum_range_succ, ih]; ring
  simp only [card_singleton] at hrest
  rw [hsum] at hrest
  have htot := card_sdiff_add_card_eq_card hsub
  omega

/-- In the Madelung order, 30 electrons fill all subshells through 3d, 70 fill all through
4f, and 86 fill all through 6p. -/
theorem electrons_through_3d_4f_6p :
    (filledThrough 3 2).card = 30 ∧ (filledThrough 4 3).card = 70 ∧
      (filledThrough 6 1).card = 86 := by
  have a := card_filledThrough 3 2 (by norm_num)
  have b := card_filledThrough 4 3 (by norm_num)
  have c := card_filledThrough 6 1 (by norm_num)
  have h5 := card_filledTo_odd 2
  have h7 := card_filledTo_odd 3
  norm_num only at a b c h5 h7
  refine ⟨?_, ?_, ?_⟩ <;> omega

end MadelungCumulative
```

```lean
#print axioms MadelungCumulative.card_filledTo_even
#print axioms MadelungCumulative.card_filledTo_odd
#print axioms MadelungCumulative.electrons_through_3d_4f_6p
```

```
'MadelungCumulative.card_filledTo_even' depends on axioms: [propext, Classical.choice, Quot.sound]
'MadelungCumulative.card_filledTo_odd' depends on axioms: [propext, Classical.choice, Quot.sound]
'MadelungCumulative.electrons_through_3d_4f_6p' depends on axioms: [propext, Classical.choice, Quot.sound]
```

## Totals by n + l and totals by subshell

A spin-orbital is labelled by four quantum numbers: n, l, the magnetic quantum number m, and a spin label s with two values. The allowed labels satisfy l < n and |m| ≤ l. Write S(K) for the number of spin-orbitals with n + l ≤ K. The theorems `card_filledTo_even` and `card_filledTo_odd` say that, for every natural number p,

3 S(2p) = 2p(p+1)(2p+1)

3 S(2p+1) = 2(p+1)(2p²+4p+3).

Together they cover every K. For K = 0 the count is zero, since l < n forces n ≥ 1; for K = 1 it is 2, the two states of 1s. The factor 3 stands on the left so that these equations between natural numbers contain no division. Lean's division of natural numbers discards any remainder; here there would be none, since each right-hand side is three times a whole number.

The Madelung order arranges subshells by increasing n + l and, at equal n + l, by increasing n. Write F(n, l) for the number of spin-orbitals up to and including the subshell (n, l). The theorem `card_filledThrough` says that for l < n

F(n, l) + 2l² = S(n + l).

The condition l < n says that the subshell exists. The last theorem, `electrons_through_3d_4f_6p`, evaluates this for three subshells: 30 electrons fill everything through 3d, 70 everything through 4f, and 86 everything through 6p.

## Quantum numbers as a finite set

In Lean a spin-orbital is an element of `ℕ × ℕ × ℤ × Bool`, read as (n, l, m, s). For such a quadruple `q`, the expression `q.1` is n, `q.2.1` is l and `q.2.2.1` is m. The Boolean distinguishes the two spin projections, and nothing depends on which of them is called `true`.

The set `filledTo K` is cut out of a finite box in which n and l run from 0 to K and m from −K to K. The box makes the set finite by construction, but it could in principle have excluded states that belong there. The lemma `mem_filledTo` shows that it does not: a quadruple is in the set exactly when l < n, |m| ≤ l and n + l ≤ K. In the same way `mem_filledThrough` confirms that `filledThrough n l` contains exactly the allowed states whose subshell does not come after (n, l). In that lemma the primed letters n' and l' belong to the state being tested, and the unprimed ones to the subshell at which filling stops.

The physical picture is an atom of independent electrons in a central field, with at most one electron in each spin-orbital. The filling order is postulated through the definition of `filledThrough`. It stands for the approximate order in which subshells are occupied along the periodic table. Penetration accounts for part of that order: at equal n, electrons of lower l penetrate closer to the nucleus and are bound more strongly. This alone does not settle the order of subshells with different n, such as 4s and 3d. No Hamiltonian or energy appears, so the theorems do not say that a given atom follows the order, and some do not: the ground state of chromium has a singly occupied 4s subshell. For electronic structure, the result gives the electron numbers at which an aufbau filling completes a subshell, within this independent-electron model and its fixed order.

## Summing over l

Each subshell (n, l) holds 2l + 1 values of m and two spin labels, hence 2(2l+1) states. It is convenient to fix l first and ask which n are allowed. The condition l < n gives n ≥ l + 1, and n + l ≤ K gives n ≤ K − l. There are therefore K − 2l values of n, provided that this number is positive.

Let j be the number of values of l that occur. They are l = 0, …, j − 1, and j equals K/2 for even K and (K+1)/2 for odd K. Then

S(K) = Σ (l = 0 to j−1) 2(2l+1)(K − 2l).

The sum splits into two standard ones:

Σ (l = 0 to j−1) (2l+1) = j²

Σ (l = 0 to j−1) 2l(2l+1) = j(j−1)(4j+1)/3.

The second follows from 4 Σ l² + 2 Σ l = 2j(j−1)(2j−1)/3 + j(j−1). Multiplying S(K) by 3 gives

3 S(K) = 6Kj² − 2j(j−1)(4j+1).

For K = 2p and j = p the right-hand side is

12p³ − 2p(p−1)(4p+1) = 4p³ + 6p² + 2p = 2p(p+1)(2p+1).

For K = 2p + 1 and j = p + 1 it is

6(2p+1)(p+1)² − 2(p+1)p(4p+5) = 2(p+1)[3(2p+1)(p+1) − p(4p+5)] = 2(p+1)(2p²+4p+3).

The case K = 4 is small enough to list. For l = 0 the subshells are 1s, 2s, 3s and 4s, with 4 · 2 = 8 states. For l = 1 they are 2p and 3p, with 2 · 6 = 12 states. The total is 20, and the even formula with p = 2 gives 4 · 3 · 5/3 = 20.

## The states that remain after a subshell

Within the group of subshells that share one value of n + l, increasing n means decreasing l. Once (n, l) has been filled, the subshells of its group that are still empty are those with l' = 0, …, l − 1, each with the single value n' = n + l − l'. All of them are allowed, because n' > n > l > l'. They hold

Σ (l' = 0 to l−1) 2(2l'+1) = 2l²

states. Hence F(n, l) = S(n + l) − 2l². If l = 0, the subshell is the last of its group and nothing remains.

In the example with K = 4, the group n + l = 4 consists of 3p followed by 4s. Stopping after 3p leaves the 2 · 1² = 2 states of 4s empty, so 18 are filled.

For 3d the sum n + l is 5, and S(5) = 2 · 3 · 19/3 = 38. For 4f and 6p it is 7, and S(7) = 2 · 4 · 33/3 = 88. Therefore

F(3, 2) = 38 − 8 = 30

F(4, 3) = 88 − 18 = 70

F(6, 1) = 88 − 2 = 86.

## From the sums to the Lean proof

The lemma `card_by_angular_momentum` carries out the sorting by l once, for both counts. It takes a set `A` of spin-orbitals, a bound `L` and, for each l, a finite set `N l` of principal quantum numbers. Its hypothesis `h` says that `A` consists of complete subshells: a quadruple is in `A` exactly when l < L, n lies in `N l` and −l ≤ m ≤ l. The conclusion is that `A` has Σ 2(2l+1) · |N l| elements, with l running from 0 to L − 1. The proof moves l to the front of each quadruple, and `Finset.card_bij'` shows that this rearrangement is a bijection onto a disjoint union over l. The size of the union is a sum, and each term is a product of three factors: the number of n, the 2l + 1 values of m, and the two spin labels.

The theorem `card_filledTo_general` applies this lemma with `L` equal to j and `N l` equal to the interval from l + 1 to K − l. Its hypotheses `h1` and `h2`, 2j ≤ K + 1 and K ≤ 2j, determine j as the number of values of l that occur. The second ensures that no l is missed: l + 1 ≤ n and n + l ≤ K give 2l + 1 ≤ K ≤ 2j, so l < j. The first keeps every factor K − 2l positive, so that subtraction of natural numbers, which stops at zero, agrees with ordinary subtraction.

Where the derivation above uses two standard sums, Lean proves the closed formula by induction on the number i of terms. The added term has l = i and contributes 2(2i+1)(K − 2i) states. Three times this is 6(2i+1)(K − 2i), which is exactly the change in 6Ki² − 2i(i−1)(4i+1) when i becomes i + 1. The code writes K = 2i + d, so that the number of allowed n is simply d, and `ring` checks the polynomial identity. The formula is stated over the integers because it contains a subtraction. The even and odd theorems substitute the two values of j, and `linear_combination` does the expansion.

For `card_filledThrough`, the proof looks at the set difference `filledTo (n + l) \ filledThrough n l`, which contains the states still empty. The same counting lemma applies, now with `L` equal to l and each `N l'` equal to the one-element set `{n + l - l'}`. The tactic `omega` verifies the inequalities that describe this set, and a short induction, `hsum`, gives the total 2l². The sizes of the difference and of the filled part add up to the size of the whole, which is the stated equation.

The final theorem combines `card_filledThrough` for the three subshells with the odd formula at p = 2 and p = 3. What remains is a set of linear equations between natural numbers, which `omega` solves.
